# Constant Orbital Phases Conjugate the Löwdin Hamiltonian and Preserve Its Spectrum

## Two overlapping orbitals

Take two normalised orbitals $\chi_1,\chi_2$ with real overlap $s$, $|s|<1$. Their overlap matrix $S$ has inverse square root

$$
S^{-1/2}=\begin{pmatrix}a&b\\b&a\end{pmatrix},\qquad
a,b=\tfrac12\left(\frac1{\sqrt{1+s}}\pm\frac1{\sqrt{1-s}}\right).
$$

Now replace $\chi_i$ by $d_i^*\chi_i$, with $|d_i|=1$. The upper-right overlap $s$ becomes $d_1sd_2^*$, and the lower-left one becomes its conjugate. Multiplying the two entries $b$ by the same factors, $d_1d_2^*$ and $d_1^*d_2$, gives the new inverse square root: the inner phases cancel in the product $S^{-1/2}SS^{-1/2}=1$.

## Phases from a shifted gauge origin

A London orbital carries a field-dependent phase. Shifting the gauge origin multiplies all orbitals by a common function of position and, in some phase conventions, each orbital by its own constant. The common function cancels in gauge-covariant matrix elements; the constants remain. Do they disturb symmetric orthogonalisation?

For $g=\mathrm{diag}(d_i)$ with all $|d_i|=1$, let $S'=gSg^\dagger$ and $H'=gHg^\dagger$, where $H$ is the Hamiltonian matrix. That the integrals over London orbitals transform this way is the physical input; the theorems start from the matrices.

## Covariance from a unique root

Let $S$ be positive definite. Write $S=U\Lambda U^\dagger$, with $U$ unitary and $\Lambda$ the diagonal matrix of positive eigenvalues. Then $X=U\Lambda^{-1/2}U^\dagger$ is positive definite and $XSX=1$.

If $Y$ is another such root, then $X^2=S^{-1}=Y^2$. Put $D=X-Y$, which is Hermitian. Since $D(X+Y)=XY-YX$,

$$
\operatorname{tr}[D(X+Y)D]
=\operatorname{tr}(XYX-XY^2-YX^2+YXY)=0
$$

by cyclicity. This trace is also $\sum_i v_i^\dagger(X+Y)v_i$, where $v_i$ is column $i$ of $D$. As $X+Y$ is positive definite, every $v_i$ vanishes, so $X=Y$.

For $x\ne0$, $x^\dagger gXg^\dagger x=(g^\dagger x)^\dagger X(g^\dagger x)>0$. Also

$$
(gXg^\dagger)(gSg^\dagger)(gXg^\dagger)=gXSXg^\dagger=1.
$$

Uniqueness gives $S'^{-1/2}=gS^{-1/2}g^\dagger$. With $\tilde H=S^{-1/2}HS^{-1/2}$, the same cancellation gives $\tilde H'=g\tilde Hg^\dagger$, and hence

$$
\det(\lambda-\tilde H')=\det[g(\lambda-\tilde H)g^\dagger]=\det(\lambda-\tilde H).
$$

Among diagonal $g$, covariance of the root holds only for phases. Suppose such a $g$, not assumed unitary, carries every inverse square root covariantly. Taking $S=X=1$ gives $(gg^\dagger)^3=1$, so $|d_i|^6=1$ and $|d_i|=1$. The spectrum alone asks for less: $\tilde H$ is similar to $S^{-1}H$, and $S'^{-1}H'=(g^\dagger)^{-1}S^{-1}Hg^\dagger$ has the same eigenvalues for every invertible $g$.

## The matrices and hypotheses in Lean

The finite type `n` labels the orbitals. `IsInvSqrt S X` means that $X$ is positive definite and $XSX=1$; `invSqrt hS` is that root, with `hS` the proof that $S$ is positive definite, which expresses linear independence of the basis. `lowdin hS H` is $\tilde H$.

`rephase d M` is $gMg^\dagger$, for arbitrary complex factors; the hypothesis `hd` makes them phases. In the usual convention $S_{ij}=\langle\chi_i|\chi_j\rangle$, this corresponds to multiplying orbital $\chi_i$ by $d_i^*$. The superscript `ᴴ` denotes the adjoint, not the Hamiltonian. `H` may be any complex matrix, Hermitian or not.

```lean
import Mathlib

open Matrix
open scoped ComplexOrder

namespace LondonLowdin

noncomputable section

variable {n : Type*} [Fintype n] [DecidableEq n]

/-- `X` is a positive definite inverse square root of the overlap matrix `S`:
it is positive definite and orthonormalises the basis, `X S X = 1`. -/
def IsInvSqrt (S X : Matrix n n ℂ) : Prop := X.PosDef ∧ X * S * X = 1

/-- The matrix `g M g*` with `g = diag(d)`. If `M` is an overlap or Hamiltonian matrix, this is its
form after each basis orbital `i` has been multiplied by the conjugate of `d i`. -/
def rephase (d : n → ℂ) (M : Matrix n n ℂ) : Matrix n n ℂ :=
  diagonal d * M * (diagonal d)ᴴ

/-- Entry by entry, rephasing multiplies `M i j` by `d i` and by the conjugate of `d j`. -/
theorem rephase_apply (d : n → ℂ) (M : Matrix n n ℂ) (i j : n) :
    rephase d M i j = d i * M i j * star (d j) := by
  rw [rephase, diagonal_conjTranspose, mul_diagonal, diagonal_mul, Pi.star_apply]

/-- A diagonal matrix of phase factors is unitary. -/
theorem diagonal_unitary {d : n → ℂ} (hd : ∀ i, ‖d i‖ = 1) :
    diagonal d * (diagonal d)ᴴ = 1 := by
  rw [diagonal_conjTranspose, diagonal_mul_diagonal, ← diagonal_one]
  congr 1
  funext i
  rw [Pi.star_apply, Complex.star_def, Complex.mul_conj, Complex.normSq_eq_norm_sq, hd i]
  norm_num

/-- A unitary change of basis keeps a positive definite matrix positive definite. -/
theorem posDef_conj {g P : Matrix n n ℂ} (hg : g * gᴴ = 1) (hP : P.PosDef) :
    (g * P * gᴴ).PosDef := by
  refine posDef_iff_dotProduct_mulVec.2
    ⟨isHermitian_mul_mul_conjTranspose g hP.1, fun x hx => ?_⟩
  have hy : gᴴ *ᵥ x ≠ 0 := fun h => hx (by
    rw [← one_mulVec x, ← hg, ← mulVec_mulVec, h, mulVec_zero])
  have key := hP.dotProduct_mulVec_pos hy
  rw [star_mulVec, conjTranspose_conjTranspose, ← dotProduct_mulVec] at key
  simpa only [mulVec_mulVec, Matrix.mul_assoc] using key

/-- A unitary change of basis carries an inverse square root of `S` to an inverse
square root of the transformed overlap matrix. -/
theorem IsInvSqrt.conj {g S X : Matrix n n ℂ} (h : IsInvSqrt S X) (hg : g * gᴴ = 1) :
    IsInvSqrt (g * S * gᴴ) (g * X * gᴴ) := by
  have hg' : gᴴ * g = 1 := mul_eq_one_comm.1 hg
  refine ⟨posDef_conj hg h.1, ?_⟩
  calc g * X * gᴴ * (g * S * gᴴ) * (g * X * gᴴ)
      = g * X * (gᴴ * g) * S * (gᴴ * g) * X * gᴴ := by simp only [Matrix.mul_assoc]
    _ = g * (X * S * X) * gᴴ := by
        rw [hg']; simp only [Matrix.mul_one, Matrix.mul_assoc]
    _ = 1 := by rw [h.2, Matrix.mul_one, hg]

/-- Every positive definite overlap matrix has a positive definite inverse square root. -/
theorem exists_invSqrt {S : Matrix n n ℂ} (hS : S.PosDef) : ∃ X, IsInvSqrt S X := by
  have aux : ∀ s t : ℝ, 0 < s → s * s = t → s⁻¹ * t * s⁻¹ = 1 := by
    rintro s t hs rfl
    field_simp
  -- the diagonal case: invert the square roots of the eigenvalues
  have hD : IsInvSqrt (diagonal fun i => ((hS.1.eigenvalues i : ℝ) : ℂ))
      (diagonal fun i => (((√(hS.1.eigenvalues i))⁻¹ : ℝ) : ℂ)) := by
    constructor
    · refine posDef_diagonal_iff.2 fun i => ?_
      exact Complex.zero_lt_real.2 (inv_pos.2 (Real.sqrt_pos.2 (hS.eigenvalues_pos i)))
    · rw [diagonal_mul_diagonal, diagonal_mul_diagonal, ← diagonal_one]
      congr 1
      funext i
      have h := aux _ _ (Real.sqrt_pos.2 (hS.eigenvalues_pos i))
        (Real.mul_self_sqrt (hS.eigenvalues_pos i).le)
      rw [← Complex.ofReal_mul, ← Complex.ofReal_mul, h, Complex.ofReal_one]
  -- rotate back from the eigenbasis
  have hc := hD.conj (mem_unitaryGroup_iff.1 hS.1.eigenvectorUnitary.2)
  have hs := hS.1.spectral_theorem
  rw [Unitary.conjStarAlgAut_apply] at hs
  have hs' : S = (hS.1.eigenvectorUnitary : Matrix n n ℂ) *
      (diagonal fun i => ((hS.1.eigenvalues i : ℝ) : ℂ)) *
      (hS.1.eigenvectorUnitary : Matrix n n ℂ)ᴴ := hs
  rw [← hs'] at hc
  exact ⟨_, hc⟩

/-- The positive definite inverse square root of an overlap matrix is unique. -/
theorem IsInvSqrt.unique {S X Y : Matrix n n ℂ} (hX : IsInvSqrt S X)
    (hY : IsInvSqrt S Y) : X = Y := by
  have h1 : S * X * X = 1 := mul_eq_one_comm.1 (by rw [← Matrix.mul_assoc]; exact hX.2)
  have h2 : Y * (Y * S) = 1 := mul_eq_one_comm.1 hY.2
  have hsq : Y * Y = X * X := by
    calc Y * Y = Y * Y * (S * X * X) := by rw [h1, Matrix.mul_one]
      _ = Y * (Y * S) * (X * X) := by simp only [Matrix.mul_assoc]
      _ = X * X := by rw [h2, Matrix.one_mul]
  have hP : (X + Y).PosDef := hX.1.add hY.1
  have hDH : (X - Y)ᴴ = X - Y := by
    rw [conjTranspose_sub, hX.1.1.eq, hY.1.1.eq]
  -- the trace of D (X + Y) D vanishes for D = X - Y
  have htr : ((X - Y)ᴴ * ((X + Y) * (X - Y))).trace = 0 := by
    have e : (X - Y) * ((X + Y) * (X - Y)) = (X * X - Y * Y) * (X - Y)
        + (X * (Y * X) - Y * X * X) + (Y * (X * Y) - X * Y * Y) := by noncomm_ring
    rw [hDH, e, hsq, sub_self, Matrix.zero_mul, zero_add, trace_add, trace_sub, trace_sub,
      trace_mul_comm X (Y * X), trace_mul_comm Y (X * Y), sub_self, sub_self, add_zero]
  have hentry : ∀ i, ((X - Y)ᴴ * ((X + Y) * (X - Y))) i i =
      star (fun k => (X - Y) k i) ⬝ᵥ ((X + Y) *ᵥ fun k => (X - Y) k i) := fun _ => rfl
  have hzero := (Finset.sum_eq_zero_iff_of_nonneg (fun i _ => by
    rw [diag_apply, hentry i]
    exact hP.posSemidef.dotProduct_mulVec_nonneg _)).1 htr
  -- positivity of X + Y then kills every column of D
  ext k i
  have hcol : (fun k => (X - Y) k i) = 0 := by
    by_contra hv
    have hpos := hP.dotProduct_mulVec_pos hv
    rw [← hentry i] at hpos
    exact hpos.ne' (hzero i (Finset.mem_univ i))
  exact sub_eq_zero.1 (congrFun hcol k)

/-- The inverse square root `S^(-1/2)` of a positive definite overlap matrix. -/
def invSqrt {S : Matrix n n ℂ} (hS : S.PosDef) : Matrix n n ℂ := (exists_invSqrt hS).choose

/-- The Löwdin Hamiltonian `S^(-1/2) H S^(-1/2)`, for positive definite `S`. -/
def lowdin {S : Matrix n n ℂ} (hS : S.PosDef) (H : Matrix n n ℂ) : Matrix n n ℂ :=
  invSqrt hS * H * invSqrt hS

/-- An overlap matrix stays positive definite when the orbitals acquire phases. -/
theorem posDef_rephase {d : n → ℂ} (hd : ∀ i, ‖d i‖ = 1) {S : Matrix n n ℂ}
    (hS : S.PosDef) : (rephase d S).PosDef := posDef_conj (diagonal_unitary hd) hS

/-- When the orbitals acquire phases, `S^(-1/2)` is rephased in the same way as `S`. -/
theorem invSqrt_rephase {d : n → ℂ} (hd : ∀ i, ‖d i‖ = 1) {S : Matrix n n ℂ}
    (hS : S.PosDef) : invSqrt (posDef_rephase hd hS) = rephase d (invSqrt hS) :=
  IsInvSqrt.unique (exists_invSqrt (posDef_rephase hd hS)).choose_spec
    ((exists_invSqrt hS).choose_spec.conj (diagonal_unitary hd))

/-- Gauge covariance: when the orbitals acquire phases, the Löwdin Hamiltonian is
rephased in the same way as `S` and `H`. -/
theorem lowdin_rephase {d : n → ℂ} (hd : ∀ i, ‖d i‖ = 1) {S : Matrix n n ℂ}
    (hS : S.PosDef) (H : Matrix n n ℂ) :
    lowdin (posDef_rephase hd hS) (rephase d H) = rephase d (lowdin hS H) := by
  have hg : (diagonal d)ᴴ * diagonal d = 1 := mul_eq_one_comm.1 (diagonal_unitary hd)
  rw [lowdin, invSqrt_rephase hd hS, lowdin]
  generalize invSqrt hS = X
  unfold rephase
  generalize diagonal d = g at hg ⊢
  -- the inner phases cancel in pairs
  calc g * X * gᴴ * (g * H * gᴴ) * (g * X * gᴴ)
      = g * X * (gᴴ * g) * H * (gᴴ * g) * X * gᴴ := by simp only [Matrix.mul_assoc]
    _ = g * (X * H * X) * gᴴ := by
        rw [hg]; simp only [Matrix.mul_one, Matrix.mul_assoc]

/-- The characteristic polynomial of the Löwdin Hamiltonian does not change when the
orbitals acquire phases. -/
theorem charpoly_lowdin_rephase {d : n → ℂ} (hd : ∀ i, ‖d i‖ = 1) {S : Matrix n n ℂ}
    (hS : S.PosDef) (H : Matrix n n ℂ) :
    (lowdin (posDef_rephase hd hS) (rephase d H)).charpoly = (lowdin hS H).charpoly := by
  rw [lowdin_rephase hd hS, rephase, charpoly_mul_comm, ← Matrix.mul_assoc,
    mul_eq_one_comm.1 (diagonal_unitary hd), Matrix.one_mul]

/-- The map `rephase d` carries all inverse square roots along covariantly exactly when every factor
has modulus one. -/
theorem covariant_iff_phases (d : n → ℂ) :
    (∀ S X : Matrix n n ℂ, IsInvSqrt S X → IsInvSqrt (rephase d S) (rephase d X)) ↔
      ∀ i, ‖d i‖ = 1 := by
  refine ⟨fun h i => ?_, fun hd S X hX => hX.conj (diagonal_unitary hd)⟩
  -- an orthonormal basis already forces the sixth power of each modulus to be one
  have h1 := (h 1 1 ⟨PosDef.one, by simp⟩).2
  have h2 := congrFun (congrFun h1 i) i
  simp only [rephase, Matrix.mul_one, diagonal_conjTranspose, diagonal_mul_diagonal,
    diagonal_apply_eq, one_apply_eq, Pi.star_apply, Complex.star_def, Complex.mul_conj,
    Complex.normSq_eq_norm_sq] at h2
  have h3 : ‖d i‖ ^ 2 * ‖d i‖ ^ 2 * ‖d i‖ ^ 2 = 1 := by exact_mod_cast h2
  have h6 : ‖d i‖ ^ 6 = 1 := by linear_combination h3
  exact (pow_eq_one_iff_of_nonneg (norm_nonneg _) (by norm_num)).1 h6

end

end LondonLowdin
```

```lean
#print axioms LondonLowdin.rephase_apply
-- 'LondonLowdin.rephase_apply' depends on axioms: [propext, Classical.choice, Quot.sound]
#print axioms LondonLowdin.charpoly_lowdin_rephase
-- 'LondonLowdin.charpoly_lowdin_rephase' depends on axioms: [propext, Classical.choice, Quot.sound]
#print axioms LondonLowdin.covariant_iff_phases
-- 'LondonLowdin.covariant_iff_phases' depends on axioms: [propext, Classical.choice, Quot.sound]
```

## From conjugation to covariance

`posDef_conj` and `IsInvSqrt.conj` treat any unitary $g$. `exists_invSqrt` uses the latter to rotate the diagonal root back from the eigenbasis. In `IsInvSqrt.unique`, `htr` is the vanishing trace, `hentry` reads its diagonal entries as quadratic forms, and `hzero` makes each nonnegative term zero.

`lowdin_rephase` cancels the inner phases. `charpoly_lowdin_rephase` moves a factor cyclically inside the characteristic polynomial instead of using determinants. `covariant_iff_phases` contains the test with $S=X=1$.

## A root selected by `choose`

`invSqrt` applies `choose` to an existence proof. The selected matrix comes with no formula, only `choose_spec`, which says that it satisfies `IsInvSqrt`. The roots for $S$ and $S'$ are therefore selected separately. `invSqrt_rephase` conjugates the first and identifies it with the second by `IsInvSqrt.unique`.

## Orthogonalisation in a finite magnetic field

In a finite-basis calculation with London orbitals that uses symmetric orthogonalisation, one can diagonalise $S$, form $S^{-1/2}$ and diagonalise $\tilde H$; in a self-consistent calculation the current Fock matrix takes the place of $H$. For matrices that transform as above, constant orbital phases leave the orbital energies unchanged and multiply component $i$ of each eigenvector of $\tilde H$ by $d_i$.
